# The order parameter of a rod-like molecule in the potential $-a\,k_BT\cos^2\theta$ increases strictly with $a$ and has slope $2/15$ at $a=0$

## Can stronger alignment ever lower the order parameter?

I have a rod-like molecule in a nematic with a fixed director, and I treat the aligning field as given: its energy is $-a\,k_BT\,x^2$, where $x=\cos\theta$ is the cosine of the angle between rod and director, and $a$ is a number I can choose. The order parameter $S(a)$ is the thermal average of $(3x^2-1)/2$. When I raise $a$, the partition function in the denominator of that average grows, so I don't see at once that $S$ can never turn back, least of all for negative $a$, where the rod prefers to lie perpendicular to the director. I am also unsure about the slope at $a=0$: I find $2/15$, but I remember $1/5$.

## The slope is a variance, so it never changes sign

The choice that matters is the one you have already made: $a$ is an independent real number, not a field that the molecules generate themselves. With that choice $S$ is an ordinary function of one variable, and it increases strictly on the whole real line. Both of your slopes are right, but they belong to different variables.

Solid angle is uniform in $x$, because $\sin\theta\,d\theta$ becomes $dx$ up to orientation, and the azimuth cancels. For a continuous observable $f$ write

$$I_f(a)=\int_{-1}^{1} f(x)\,e^{ax^2}\,dx,\qquad Z(a)=I_1(a),\qquad \langle f\rangle=\frac{I_f(a)}{Z(a)}.$$

The integrand of $Z$ is positive, so $Z(a)>0$.

First differentiate $I_f$ under the integral sign. If $|b-a|<1$ and $|x|\le 1$, then $bx^2\le |a|+1$, and so

$$\left|f(x)\,x^2e^{bx^2}\right|\le |f(x)|\,e^{|a|+1}.$$

The right-hand side is integrable and doesn't depend on $b$. Dominated convergence therefore gives $I_f'(a)=I_{fx^2}(a)$, and in particular $Z'(a)=I_{x^2}(a)$. By the quotient rule,

$$\frac{d\langle f\rangle}{da}=\frac{I_{fx^2}Z-I_f I_{x^2}}{Z^2}=\langle fx^2\rangle-\langle f\rangle\langle x^2\rangle .$$

The second term is the growth of the partition function that worried you. Since the average is linear and $\langle 1\rangle=1$, we have $S=(3\langle x^2\rangle-1)/2$. Taking $f=x^2$ gives

$$S'(a)=\tfrac32\left(\langle x^4\rangle-\langle x^2\rangle^2\right).$$

With $m=\langle x^2\rangle$, the bracket is a variance:

$$\langle (x^2-m)^2\rangle=\langle x^4\rangle-2m\langle x^2\rangle+m^2=\langle x^4\rangle-m^2 .$$

The function $(x^2-m)^2$ is continuous and nonnegative. It can't vanish at both $x=0$ and $x=1$, since that would need $m=0$ and $m=1$. Its average is therefore strictly positive, so $S'(a)>0$ for every real $a$, of either sign, and $S$ is strictly increasing.

At $a=0$ the weight is uniform:

$$\langle x^2\rangle=\frac{2/3}{2}=\frac13,\qquad \langle x^4\rangle=\frac{2/5}{2}=\frac15 .$$

Hence $S(0)=0$ and

$$S'(0)=\tfrac32\left(\tfrac15-\tfrac19\right)=\tfrac32\cdot\tfrac{4}{45}=\tfrac{2}{15}.$$

Since $S$ increases through zero at $a=0$, it has the same sign as $a$.

The value $1/5$ comes from writing the weight as $e^{\lambda P_2(x)}$ with $P_2(x)=(3x^2-1)/2$. This equals $e^{-\lambda/2}e^{(3\lambda/2)x^2}$. The constant factor cancels in the average, so $a=3\lambda/2$ and the slope in $\lambda$ is $\tfrac32\cdot\tfrac2{15}=\tfrac15$. The error to avoid is to combine the slope for one variable with the strength quoted in the other.

For a number, take $a=0.3$. Expand the exponential and integrate from $0$ to $1$; the factor of two from the full range cancels:

$$\tfrac12 Z\approx 1+0.1+0.009+0.00064+0.00004=1.10968,$$

$$\tfrac12 I_{x^2}\approx 0.33333+0.06+0.00643+0.0005+0.00003=0.40029 .$$

So $\langle x^2\rangle\approx0.3607$ and $S\approx0.041$, while the linear law gives $0.3\cdot 2/15=0.040$.

In the Lean version, `boltzmann f a` is the integral $I_f(a)$; the name refers to the Boltzmann weight, not to the constant $k_B$. `average f a` divides it by `boltzmann (fun _ => 1) a`, which is $Z(a)$, and `orderParameter a` is $S(a)$. The argument `a : ℝ` is the signed strength of the potential in units of the thermal energy. Positive values favour alignment along the director, negative values the plane perpendicular to it.

The main theorem, `orderParameter_weak_alignment`, has no hypotheses and three parts. `StrictMono orderParameter` says that $a<b$ implies $S(a)<S(b)$ for all real $a$ and $b$. The second part is $S(0)=0$. The third, `HasDerivAt orderParameter (2 / 15) 0`, says that $S$ is differentiable at zero with derivative $2/15$, approached from both sides. It is a statement about the tangent and carries no error bound for finite $a$. The companion theorem `orderParameter_sign` says that $S(a)$ is positive exactly when $a$ is, and negative exactly when $a$ is.

One step from here towards a real nematic is self-consistency. In the simplest mean-field theory, that of Maier and Saupe, the neighbours produce the field and $a$ is taken to be proportional to the order parameter itself. Its value $s$ then has to solve an equation of the form $s=S(\kappa s)$, where $\kappa$ measures the strength of the interaction relative to the thermal energy. A strictly increasing $S(a)$ leaves room for several solutions of that equation, so the monotonicity above doesn't conflict with a discontinuous transition.

```lean
import Mathlib

open MeasureTheory

namespace NematicOrder

noncomputable section

/-- The Boltzmann integral of an observable `f` of the orientation cosine `x`, with weight
`exp (a x ^ 2)` on `[-1, 1]`. -/
def boltzmann (f : ℝ → ℝ) (a : ℝ) : ℝ :=
  ∫ x in (-1 : ℝ)..1, f x * Real.exp (a * x ^ 2)

/-- The thermal average of `f`: its Boltzmann integral divided by the partition function. -/
def average (f : ℝ → ℝ) (a : ℝ) : ℝ :=
  boltzmann f a / boltzmann (fun _ => 1) a

/-- The nematic order parameter: the thermal average of `(3 x ^ 2 - 1) / 2` in a potential of
reduced strength `a`. -/
def orderParameter (a : ℝ) : ℝ :=
  average (fun x => (3 * x ^ 2 - 1) / 2) a

/-- The partition function is positive at every potential strength. -/
theorem partition_pos (a : ℝ) : 0 < boltzmann (fun _ => 1) a := by
  unfold boltzmann
  refine intervalIntegral.integral_pos (by norm_num) (Continuous.continuousOn (by fun_prop))
    (fun x _ => by positivity) ⟨0, by norm_num, by positivity⟩

/-- The thermal average of the constant observable `1` is `1`. -/
theorem average_one (a : ℝ) : average (fun _ => 1) a = 1 :=
  div_self (partition_pos a).ne'

/-- Thermal averages of continuous observables are linear. -/
theorem average_linear {f g : ℝ → ℝ} (hf : Continuous f) (hg : Continuous g) (c d a : ℝ) :
    average (fun x => c * f x + d * g x) a = c * average f a + d * average g a := by
  have h : boltzmann (fun x => c * f x + d * g x) a
      = c * boltzmann f a + d * boltzmann g a := by
    unfold boltzmann
    rw [← intervalIntegral.integral_const_mul, ← intervalIntegral.integral_const_mul,
      ← intervalIntegral.integral_add (Continuous.intervalIntegrable (by fun_prop) _ _)
        (Continuous.intervalIntegrable (by fun_prop) _ _)]
    congr 1
    ext x
    ring
  unfold average
  rw [h]
  ring

/-- Differentiating the Boltzmann integral of a continuous observable with respect to the
potential strength inserts a factor `x ^ 2`. -/
theorem hasDerivAt_boltzmann {f : ℝ → ℝ} (hf : Continuous f) (a : ℝ) :
    HasDerivAt (boltzmann f) (boltzmann (fun x => f x * x ^ 2) a) a := by
  refine (intervalIntegral.hasDerivAt_integral_of_dominated_loc_of_deriv_le (μ := volume)
    (F := fun b x => f x * Real.exp (b * x ^ 2))
    (F' := fun b x => f x * x ^ 2 * Real.exp (b * x ^ 2))
    (bound := fun x => |f x| * Real.exp (|a| + 1))
    (Metric.ball_mem_nhds a one_pos) ?_ ?_ ?_ ?_ ?_ ?_).2
  · exact Filter.Eventually.of_forall fun b =>
      Continuous.aestronglyMeasurable (by fun_prop)
  · exact Continuous.intervalIntegrable (by fun_prop) _ _
  · exact Continuous.aestronglyMeasurable (by fun_prop)
  · -- for strengths within distance 1 of `a` the differentiated integrand is uniformly dominated
    refine Filter.Eventually.of_forall fun x hx b hb => ?_
    rw [Set.uIoc_of_le (by norm_num)] at hx
    rw [Metric.mem_ball, Real.dist_eq] at hb
    have hx2 : x ^ 2 ≤ 1 := by nlinarith [hx.1, hx.2]
    have hb1 : b ≤ |a| + 1 := by linarith [(abs_lt.mp hb).2, le_abs_self a]
    have hbx : b * x ^ 2 ≤ |a| + 1 := by
      have h1 := mul_le_mul_of_nonneg_right hb1 (sq_nonneg x)
      have h2 := mul_le_mul_of_nonneg_left hx2 (by positivity : 0 ≤ |a| + 1)
      linarith
    change ‖f x * x ^ 2 * Real.exp (b * x ^ 2)‖ ≤ |f x| * Real.exp (|a| + 1)
    rw [Real.norm_eq_abs, abs_mul, abs_mul, abs_of_nonneg (sq_nonneg x), Real.abs_exp,
      mul_assoc]
    calc |f x| * (x ^ 2 * Real.exp (b * x ^ 2))
        ≤ |f x| * (1 * Real.exp (|a| + 1)) := by gcongr
      _ = |f x| * Real.exp (|a| + 1) := by rw [one_mul]
  · exact Continuous.intervalIntegrable (by fun_prop) _ _
  · refine Filter.Eventually.of_forall fun x _ b _ => ?_
    have h := (((hasDerivAt_id' b).mul_const (x ^ 2)).exp).const_mul (f x)
    exact h.congr_deriv (by ring)

/-- Static response: the derivative of the average of a continuous observable with respect to
the potential strength is its thermal covariance with `x ^ 2`. -/
theorem hasDerivAt_average {f : ℝ → ℝ} (hf : Continuous f) (a : ℝ) :
    HasDerivAt (average f)
      (average (fun x => f x * x ^ 2) a - average f a * average (fun x => x ^ 2) a) a := by
  have hZ : boltzmann (fun _ => 1) a ≠ 0 := (partition_pos a).ne'
  have h := (hasDerivAt_boltzmann hf a).fun_div
    (hasDerivAt_boltzmann (f := fun _ => 1) continuous_const a) hZ
  simp only [one_mul] at h
  refine h.congr_deriv ?_
  unfold average
  field_simp

/-- The thermal variance of `x ^ 2` is strictly positive at every potential strength. -/
theorem variance_pos (a : ℝ) :
    0 < average (fun x => x ^ 4) a - average (fun x => x ^ 2) a ^ 2 := by
  obtain ⟨m, hm⟩ : ∃ m, m = average (fun x => x ^ 2) a := ⟨_, rfl⟩
  -- the squared deviation cannot vanish at both `x = 0` and `x = 1`
  have hpos : 0 < boltzmann (fun x => (x ^ 2 - m) ^ 2) a := by
    unfold boltzmann
    refine intervalIntegral.integral_pos (by norm_num) (Continuous.continuousOn (by fun_prop))
      (fun x _ => by positivity) ?_
    by_cases h0 : m = 0
    · exact ⟨1, by norm_num, by rw [h0]; norm_num [Real.exp_pos]⟩
    · refine ⟨0, by norm_num, mul_pos ?_ (Real.exp_pos _)⟩
      have : (0 : ℝ) ^ 2 - m ≠ 0 := by simpa using h0
      positivity
  have havg : 0 < average (fun x => (x ^ 2 - m) ^ 2) a := div_pos hpos (partition_pos a)
  -- expand the square and average term by term
  have hexp : (fun x : ℝ => (x ^ 2 - m) ^ 2)
      = fun x => 1 * x ^ 4 + (-1) * (2 * m * x ^ 2 + (-m ^ 2) * 1) := by
    ext x
    ring
  rw [hexp, average_linear (f := fun x => x ^ 4)
      (g := fun x => 2 * m * x ^ 2 + (-m ^ 2) * 1) (by fun_prop) (by fun_prop),
    average_linear (f := fun x => x ^ 2) (g := fun _ => 1) (by fun_prop) (by fun_prop),
    average_one, ← hm] at havg
  rw [← hm]
  linarith

/-- The order parameter is fixed by the mean square orientation cosine. -/
theorem orderParameter_eq (a : ℝ) :
    orderParameter a = (3 * average (fun x => x ^ 2) a - 1) / 2 := by
  have h : (fun x : ℝ => (3 * x ^ 2 - 1) / 2) = fun x => 3 / 2 * x ^ 2 + (-1 / 2) * 1 := by
    ext x
    ring
  unfold orderParameter
  rw [h, average_linear (f := fun x => x ^ 2) (g := fun _ => 1) (by fun_prop) (by fun_prop),
    average_one]
  ring

/-- The derivative of the order parameter with respect to the potential strength is `3 / 2`
times the thermal variance of `x ^ 2`. -/
theorem hasDerivAt_orderParameter (a : ℝ) :
    HasDerivAt orderParameter
      (3 / 2 * (average (fun x => x ^ 4) a - average (fun x => x ^ 2) a ^ 2)) a := by
  have h := hasDerivAt_average (f := fun x => x ^ 2) (by fun_prop) a
  have h4 : (fun x : ℝ => x ^ 2 * x ^ 2) = fun x => x ^ 4 := by
    ext x
    ring
  rw [h4] at h
  rw [funext orderParameter_eq]
  exact (((h.const_mul 3).sub_const 1).div_const 2).congr_deriv (by ring)

/-- The nematic order parameter increases strictly with the potential strength, vanishes at
zero strength, and has slope `2 / 15` there. -/
theorem orderParameter_weak_alignment :
    StrictMono orderParameter ∧ orderParameter 0 = 0 ∧
      HasDerivAt orderParameter (2 / 15) 0 := by
  -- isotropic moments of the orientation cosine
  have h2 : average (fun x => x ^ 2) 0 = 1 / 3 := by
    norm_num [average, boltzmann, integral_pow]
  have h4 : average (fun x => x ^ 4) 0 = 1 / 5 := by
    norm_num [average, boltzmann, integral_pow]
  refine ⟨strictMono_of_deriv_pos fun a => ?_, ?_, ?_⟩
  · rw [(hasDerivAt_orderParameter a).deriv]
    exact mul_pos (by norm_num) (variance_pos a)
  · rw [orderParameter_eq, h2]
    norm_num
  · refine (hasDerivAt_orderParameter 0).congr_deriv ?_
    rw [h2, h4]
    norm_num

/-- The order parameter is positive exactly for positive potential strength and negative
exactly for negative potential strength. -/
theorem orderParameter_sign (a : ℝ) :
    (0 < orderParameter a ↔ 0 < a) ∧ (orderParameter a < 0 ↔ a < 0) := by
  obtain ⟨hmono, hzero, -⟩ := orderParameter_weak_alignment
  have h1 := hmono.lt_iff_lt (a := 0) (b := a)
  have h2 := hmono.lt_iff_lt (a := a) (b := 0)
  rw [hzero] at h1 h2
  exact ⟨h1, h2⟩

end

end NematicOrder
```

```lean
#print axioms NematicOrder.orderParameter_weak_alignment
#print axioms NematicOrder.orderParameter_sign
```

```
'NematicOrder.orderParameter_weak_alignment' depends on axioms: [propext, Classical.choice, Quot.sound]
'NematicOrder.orderParameter_sign' depends on axioms: [propext, Classical.choice, Quot.sound]
```

The proof uses the same steps as the calculation above, in a slightly different order. `partition_pos` uses the fact that a continuous, nonnegative integrand that is positive at one point has a positive integral; the point supplied is $x=0$. `average_one` and `average_linear` give the two properties of the average that are needed later.

`hasDerivAt_boltzmann` is the differentiation under the integral sign. Mathlib's dominated-convergence theorem leaves six conditions. They are measurability of the integrand for nearby strengths, its integrability at `a`, measurability of the differentiated integrand, the uniform bound, integrability of that bound, and the pointwise derivative. Continuity settles the first three and the fifth. The fourth is the estimate with $e^{|a|+1}$, where `b` ranges over the ball of radius 1 around `a`. The last is the chain rule for $e^{bx^2}$.

`hasDerivAt_average` applies the quotient rule to two such derivatives, one for `f` and one for the constant 1. The positivity of $Z$ permits the division, and `field_simp` brings the result into the covariance form.

`variance_pos` names the mean `m` and shows that the integral of $(x^2-m)^2$ against the weight is positive. The argument about $x=0$ and $x=1$ becomes a case distinction: if `m = 0`, the integrand is positive at $x=1$; otherwise it is positive at $x=0$. The square is then expanded, and two uses of `average_linear` turn its average into $\langle x^4\rangle-m^2$.

`orderParameter_eq` is the formula $S=(3\langle x^2\rangle-1)/2$, and `hasDerivAt_orderParameter` combines it with the response formula for $f=x^2$. In the main theorem, `norm_num` with `integral_pow` computes the moments $1/3$ and $1/5$. `strictMono_of_deriv_pos` passes from a positive derivative everywhere to strict monotonicity, and the moments give the value and the slope at zero. `orderParameter_sign` then compares $S(a)$ with $S(0)=0$.

In magnetic resonance, take a quadrupolar or dipolar coupling whose tensor is axially symmetric about the rod axis, with the director along the magnetic field. If the rod reorients fast enough to average the coupling, the first-order splitting is proportional to $|S|$, so for a single rigid rod in this one-parameter potential it starts out linear in $|a|$. In a classical simulation of the same single-rod model, the response formula also lets you obtain $dS/da$ from the fluctuations of $x^2$ sampled at one value of $a$, without a second run at a neighbouring strength.
